# With one common hardness, nonzero charges on distinct atoms have positive Ohno energy

In a CNDO calculation I describe the charge fluctuations of a molecule by one net charge $q_i$ per atom, give all atoms the same hardness $U$, and take the repulsion between them from Ohno's formula. For two atoms at a nonzero distance the repulsion $\gamma_{12}$ is smaller than $U$, so the energy is clearly positive unless both charges vanish. For three or more atoms that argument fails: a symmetric matrix can have its largest entries on the diagonal and still have a negative eigenvalue. If I push several atoms close together, can some charge pattern get a negative energy?

## No negative energy, and zero for nonzero charges only when atoms coincide

"Close together" is taken here to mean any distances except zero: the atoms are points $x_i$, and no two of them coincide. In atomic units, with $c = 1/U$, the repulsion and the energy are

$$\gamma_{ij} = \frac{1}{\sqrt{r_{ij}^2 + c^2}}, \qquad E = \tfrac12 \sum_{ij} q_i \gamma_{ij} q_j, \qquad r_{ij} = \|x_i - x_j\|.$$

Then $E > 0$ for every nonzero $q$. To see this, write each repulsion as a Gaussian integral, $\int_{-\infty}^{\infty} e^{-s u^2}\,du = \sqrt{\pi/s}$ with $s = r_{ij}^2 + c^2$. Summing over pairs gives

$$\sqrt{\pi} \sum_{ij} q_i \gamma_{ij} q_j = \int_{-\infty}^{\infty} e^{-c^2u^2} G(u)\,du, \qquad G(u) = \sum_{ij} q_i q_j e^{-u^2 r_{ij}^2}.$$

**$G$ is never negative.** Expand $r_{ij}^2 = \|x_i\|^2 + \|x_j\|^2 - 2\,x_i\cdot x_j$ and set $a_i = q_i e^{-u^2\|x_i\|^2}$. The exponential series gives

$$G(u) = \sum_{n\ge 0} \frac{(2u^2)^n}{n!} \sum_{ij} a_i a_j (x_i\cdot x_j)^n .$$

For $n=0$ the inner sum is $(\sum_i a_i)^2 \ge 0$. For the next power, split off one factor by coordinates $k$:

$$\sum_{ij} a_i a_j (x_i\cdot x_j)^{n+1} = \sum_k \sum_{ij} (a_i x_{ik})(a_j x_{jk})(x_i\cdot x_j)^n .$$

Each term on the right is the $n$-th form with new coefficients, so induction applies.

**The integral is strictly positive.** For distinct atoms all terms with $i\ne j$ vanish as $u\to\infty$, so $G(u) \to \sum_i q_i^2 > 0$. The integrand is therefore positive at some $u$ and, by continuity, on an interval around it. It is nowhere negative, so the integral is positive.

**Coincident atoms give zero.** If $x_i = x_j$ with $i \ne j$, columns $i$ and $j$ of $\gamma$ are equal. Charges $+1$ and $-1$ on these atoms then give $\gamma q = 0$ and $E = 0$.

In the Lean file, `ohno_posDef_iff` says that for $c>0$ the matrix `ohno c x` is positive definite exactly when `Function.Injective x` holds, that is, when no two atoms coincide. The index type `ι` labels finitely many atoms, and the dimension `d` is arbitrary. `fluctuationEnergy_pos` is the statement for $E$ in three dimensions, with no constraint on the total charge. "Hardness" means the full one-centre repulsion, which `ohno_onsite` confirms to be $U$; some texts use the word for half of it.

```lean
import Mathlib

open Matrix MeasureTheory Filter Topology

namespace OhnoPositivity

noncomputable section

variable {ι : Type*} {d : ℕ}

/-- The Ohno repulsion matrix `1 / √(r² + c²)` for atoms at positions `x i`, with a common screening
length `c > 0`. -/
def ohno (c : ℝ) (x : ι → EuclideanSpace ℝ (Fin d)) : Matrix ι ι ℝ :=
  Matrix.of fun i j => 1 / √(‖x i - x j‖ ^ 2 + c ^ 2)

/-- For hardness `U > 0` and screening length `1 / U`, the one-centre Ohno repulsion is `U`. -/
theorem ohno_onsite {U : ℝ} (hU : 0 < U) (x : ι → EuclideanSpace ℝ (Fin d)) (i : ι) :
    ohno U⁻¹ x i i = U := by
  simp only [ohno, Matrix.of_apply, sub_self, norm_zero]
  rw [show (0 : ℝ) ^ 2 + U⁻¹ ^ 2 = U⁻¹ ^ 2 by ring, Real.sqrt_sq (inv_nonneg.2 hU.le),
    one_div, inv_inv]

variable [Fintype ι]

/-- The quadratic form of charges `q` that interact through the Gaussian `exp (-u² r²)`. -/
def gaussianForm (x : ι → EuclideanSpace ℝ (Fin d)) (q : ι → ℝ) (u : ℝ) : ℝ :=
  ∑ i, ∑ j, q i * q j * Real.exp (-(u ^ 2 * ‖x i - x j‖ ^ 2))

/-- The CNDO charge-fluctuation energy (atomic units) of atomic charges `q`, for atoms with one
common hardness `U > 0` and Ohno repulsion of screening length `1 / U`. -/
def fluctuationEnergy (U : ℝ) (x : ι → EuclideanSpace ℝ (Fin d)) (q : ι → ℝ) : ℝ :=
  1 / 2 * ∑ i, ∑ j, q i * ohno U⁻¹ x i j * q j

/-- Charges that interact through any natural power of the inner product of their position
vectors have a nonnegative quadratic form. -/
theorem inner_pow_form_nonneg (x : ι → EuclideanSpace ℝ (Fin d)) (n : ℕ) :
    ∀ a : ι → ℝ, 0 ≤ ∑ i, ∑ j, a i * a j * (inner ℝ (x i) (x j)) ^ n := by
  have hin : ∀ i j, inner ℝ (x i) (x j) = ∑ k, x i k * x j k := by
    intro i j
    simp [PiLp.inner_apply, mul_comm]
  induction n with
  | zero =>
    intro a
    simp only [pow_zero, mul_one]
    rw [← Finset.sum_mul_sum]
    exact mul_self_nonneg _
  | succ n ih =>
    intro a
    -- one factor of the inner product is absorbed into the charges, coordinate by coordinate
    have h : ∑ k, ∑ i, ∑ j, (a i * x i k) * (a j * x j k) * (inner ℝ (x i) (x j)) ^ n
        = ∑ i, ∑ j, a i * a j * (inner ℝ (x i) (x j)) ^ (n + 1) := by
      refine Finset.sum_comm.trans (Finset.sum_congr rfl fun i _ => ?_)
      refine Finset.sum_comm.trans (Finset.sum_congr rfl fun j _ => ?_)
      have h1 : a i * a j * (inner ℝ (x i) (x j)) ^ (n + 1)
          = a i * a j * (inner ℝ (x i) (x j)) ^ n * ∑ k, x i k * x j k := by
        rw [← hin i j, pow_succ]
        ring
      rw [h1, Finset.mul_sum]
      exact Finset.sum_congr rfl fun k _ => by ring
    rw [← h]
    exact Finset.sum_nonneg fun k _ => ih fun i => a i * x i k

/-- The Gaussian interaction gives every charge pattern a nonnegative quadratic form. -/
theorem gaussianForm_nonneg (x : ι → EuclideanSpace ℝ (Fin d)) (q : ι → ℝ) (u : ℝ) :
    0 ≤ gaussianForm x q u := by
  have hexp : ∀ y : ℝ, HasSum (fun n : ℕ => y ^ n / (n.factorial : ℝ)) (Real.exp y) := by
    intro y
    rw [Real.exp_eq_exp_ℝ]
    exact NormedSpace.expSeries_div_hasSum_exp y
  -- the one-atom Gaussian factors are absorbed into the charges
  let a : ι → ℝ := fun i => q i * Real.exp (-(u ^ 2 * ‖x i‖ ^ 2))
  have hG : gaussianForm x q u
      = ∑ i, ∑ j, a i * a j * Real.exp (2 * u ^ 2 * inner ℝ (x i) (x j)) := by
    refine Finset.sum_congr rfl fun i _ => Finset.sum_congr rfl fun j _ => ?_
    have h1 : Real.exp (-(u ^ 2 * ‖x i - x j‖ ^ 2))
        = Real.exp (-(u ^ 2 * ‖x i‖ ^ 2)) * Real.exp (-(u ^ 2 * ‖x j‖ ^ 2))
          * Real.exp (2 * u ^ 2 * inner ℝ (x i) (x j)) := by
      rw [← Real.exp_add, ← Real.exp_add, norm_sub_sq_real]
      congr 1
      ring
    rw [h1]
    simp only [a]
    ring
  -- the remaining exponential is a series of powers with nonnegative coefficients
  have hs : HasSum (fun n : ℕ => ∑ i, ∑ j, a i * a j *
      ((2 * u ^ 2 * inner ℝ (x i) (x j)) ^ n / (n.factorial : ℝ))) (gaussianForm x q u) := by
    rw [hG]
    exact hasSum_sum fun i _ => hasSum_sum fun j _ => (hexp _).mul_left _
  rw [← hs.tsum_eq]
  refine tsum_nonneg fun n => ?_
  have h2 : ∑ i, ∑ j, a i * a j * ((2 * u ^ 2 * inner ℝ (x i) (x j)) ^ n / (n.factorial : ℝ))
      = (2 * u ^ 2) ^ n / (n.factorial : ℝ)
        * ∑ i, ∑ j, a i * a j * (inner ℝ (x i) (x j)) ^ n := by
    rw [Finset.mul_sum]
    refine Finset.sum_congr rfl fun i _ => ?_
    rw [Finset.mul_sum]
    refine Finset.sum_congr rfl fun j _ => ?_
    rw [mul_pow (2 * u ^ 2)]
    ring
  rw [h2]
  exact mul_nonneg (by positivity) (inner_pow_form_nonneg x n a)

/-- For atoms at distinct positions, the Gaussian quadratic form tends to the sum of the
squared charges as the Gaussian becomes infinitely narrow. -/
theorem gaussianForm_tendsto {x : ι → EuclideanSpace ℝ (Fin d)} (hx : Function.Injective x)
    (q : ι → ℝ) : Tendsto (gaussianForm x q) atTop (𝓝 (∑ i, q i ^ 2)) := by
  classical
  have h0 : ∑ i, q i ^ 2 = ∑ i, ∑ j, q i * q j * (if i = j then (1 : ℝ) else 0) := by
    simp [sq]
  rw [h0]
  refine tendsto_finsetSum _ fun i _ => tendsto_finsetSum _ fun j _ =>
    Tendsto.const_mul _ ?_
  by_cases hij : i = j
  · subst hij
    simp
  · have hr : 0 < ‖x i - x j‖ ^ 2 :=
      pow_pos (norm_pos_iff.2 (sub_ne_zero.2 fun h => hij (hx h))) 2
    have h1 : Tendsto (fun u : ℝ => u ^ 2 * ‖x i - x j‖ ^ 2) atTop atTop :=
      (tendsto_pow_atTop two_ne_zero).atTop_mul_const hr
    rw [if_neg hij]
    exact Real.tendsto_exp_neg_atTop_nhds_zero.comp h1

/-- For `c > 0` the Ohno quadratic form is, up to the factor `√π`, a convergent superposition
of Gaussian quadratic forms with weight `exp (-c² u²)`. -/
theorem ohno_form_integral {c : ℝ} (hc : 0 < c) (x : ι → EuclideanSpace ℝ (Fin d))
    (q : ι → ℝ) :
    Integrable (fun u : ℝ => Real.exp (-(c ^ 2 * u ^ 2)) * gaussianForm x q u) ∧
    ∫ u : ℝ, Real.exp (-(c ^ 2 * u ^ 2)) * gaussianForm x q u
      = √Real.pi * ∑ i, ∑ j, q i * ohno c x i j * q j := by
  have hs : ∀ i j, 0 < ‖x i - x j‖ ^ 2 + c ^ 2 := fun i j => by positivity
  have hF : (fun u : ℝ => Real.exp (-(c ^ 2 * u ^ 2)) * gaussianForm x q u) = fun u : ℝ =>
      ∑ i, ∑ j, q i * q j * Real.exp (-(‖x i - x j‖ ^ 2 + c ^ 2) * u ^ 2) := by
    funext u
    rw [gaussianForm, Finset.mul_sum]
    refine Finset.sum_congr rfl fun i _ => ?_
    rw [Finset.mul_sum]
    refine Finset.sum_congr rfl fun j _ => ?_
    rw [show -(‖x i - x j‖ ^ 2 + c ^ 2) * u ^ 2
      = -(c ^ 2 * u ^ 2) + -(u ^ 2 * ‖x i - x j‖ ^ 2) by ring, Real.exp_add]
    ring
  have hint : ∀ i j, Integrable (fun u : ℝ =>
      q i * q j * Real.exp (-(‖x i - x j‖ ^ 2 + c ^ 2) * u ^ 2)) :=
    fun i j => (integrable_exp_neg_mul_sq (hs i j)).const_mul _
  have alg : ∀ a b r J p : ℝ, r ≠ 0 → r * J = p → a * b * J = p * (a * (1 / r) * b) := by
    intro a b r J p hr h
    rw [← h]
    field_simp
  rw [hF]
  refine ⟨MeasureTheory.integrable_finsetSum _ fun i _ => MeasureTheory.integrable_finsetSum _ fun j _ => hint i j, ?_⟩
  rw [MeasureTheory.integral_finsetSum _ fun i _ => MeasureTheory.integrable_finsetSum _ fun j _ => hint i j,
    Finset.mul_sum]
  refine Finset.sum_congr rfl fun i _ => ?_
  rw [MeasureTheory.integral_finsetSum _ fun j _ => hint i j, Finset.mul_sum]
  refine Finset.sum_congr rfl fun j _ => ?_
  rw [integral_const_mul]
  -- each pair contributes one Gaussian integral
  refine alg _ _ _ _ _ (Real.sqrt_pos.2 (hs i j)).ne' ?_
  rw [integral_gaussian, ← Real.sqrt_mul (hs i j).le, mul_div_cancel₀ _ (hs i j).ne']

/-- For `c > 0` and atoms at distinct positions, the Ohno quadratic form of every nonzero
charge pattern is strictly positive. -/
theorem ohno_form_pos {c : ℝ} (hc : 0 < c) {x : ι → EuclideanSpace ℝ (Fin d)}
    (hx : Function.Injective x) {q : ι → ℝ} (hq : q ≠ 0) :
    0 < ∑ i, ∑ j, q i * ohno c x i j * q j := by
  obtain ⟨hint, hI⟩ := ohno_form_integral hc x q
  obtain ⟨i, hi⟩ := Function.ne_iff.1 hq
  have hi' : q i ≠ 0 := hi
  have hpos : 0 < ∑ i, q i ^ 2 :=
    Finset.sum_pos' (fun i _ => sq_nonneg _) ⟨i, Finset.mem_univ i, by positivity⟩
  -- a sufficiently narrow Gaussian sees the atoms as separate
  obtain ⟨u, hu⟩ := ((gaussianForm_tendsto hx q).eventually (lt_mem_nhds hpos)).exists
  have hcont : Continuous fun u : ℝ => Real.exp (-(c ^ 2 * u ^ 2)) * gaussianForm x q u := by
    unfold gaussianForm
    fun_prop
  have hnn : 0 ≤ fun u : ℝ => Real.exp (-(c ^ 2 * u ^ 2)) * gaussianForm x q u :=
    fun u => mul_nonneg (Real.exp_pos _).le (gaussianForm_nonneg x q u)
  have hlt : 0 < ∫ u : ℝ, Real.exp (-(c ^ 2 * u ^ 2)) * gaussianForm x q u :=
    (integral_pos_iff_support_of_nonneg hnn hint).2
      ((isOpen_ne_fun hcont continuous_const).measure_pos volume
        ⟨u, (mul_pos (Real.exp_pos _) hu).ne'⟩)
  rw [hI] at hlt
  exact pos_of_mul_pos_right hlt (Real.sqrt_nonneg _)

/-- For `c > 0` the Ohno matrix is positive definite exactly when no two atoms coincide. -/
theorem ohno_posDef_iff {c : ℝ} (hc : 0 < c) (x : ι → EuclideanSpace ℝ (Fin d)) :
    (ohno c x).PosDef ↔ Function.Injective x := by
  classical
  rw [Matrix.posDef_iff_dotProduct_mulVec]
  constructor
  · rintro ⟨-, h⟩ i j hij
    by_contra hne
    -- opposite unit charges on coincident atoms produce no potential
    have hq : (Pi.single i 1 - Pi.single j 1 : ι → ℝ) ≠ 0 := by
      intro h0
      have h1 := congrFun h0 i
      simp [hne] at h1
    have hz : ohno c x *ᵥ (Pi.single i 1 - Pi.single j 1 : ι → ℝ) = 0 := by
      ext k
      simp [Matrix.mulVec_sub, ohno, hij]
    have h2 := h hq
    rw [hz, dotProduct_zero] at h2
    exact lt_irrefl _ h2
  · intro hx
    refine ⟨Matrix.IsHermitian.ext fun i j => ?_, fun q hq => ?_⟩
    · simp [ohno, norm_sub_rev (x i) (x j)]
    · have h := ohno_form_pos hc hx hq
      simpa only [dotProduct, Matrix.mulVec, Finset.mul_sum, mul_assoc, star_trivial] using h

/-- For atoms in space at distinct positions with one common hardness `U > 0`, the CNDO
charge-fluctuation energy of every nonzero charge pattern is strictly positive. -/
theorem fluctuationEnergy_pos {U : ℝ} (hU : 0 < U) {x : ι → EuclideanSpace ℝ (Fin 3)}
    (hx : Function.Injective x) {q : ι → ℝ} (hq : q ≠ 0) :
    0 < fluctuationEnergy U x q :=
  mul_pos (by norm_num) (ohno_form_pos (inv_pos.2 hU) hx hq)

end

end OhnoPositivity
```

```lean
#print axioms OhnoPositivity.ohno_onsite
-- 'OhnoPositivity.ohno_onsite' depends on axioms: [propext, Classical.choice, Quot.sound]
#print axioms OhnoPositivity.ohno_posDef_iff
-- 'OhnoPositivity.ohno_posDef_iff' depends on axioms: [propext, Classical.choice, Quot.sound]
#print axioms OhnoPositivity.fluctuationEnergy_pos
-- 'OhnoPositivity.fluctuationEnergy_pos' depends on axioms: [propext, Classical.choice, Quot.sound]
```

`inner_pow_form_nonneg` is the induction over powers; its coefficients `a` are quantified inside the statement, so that the induction hypothesis can be used with $a_i x_{ik}$. `gaussianForm_nonneg` absorbs the one-atom factors and sums the series with `HasSum`. `gaussianForm_tendsto` takes the narrow-Gaussian limit pair by pair, and `ohno_form_integral` proves integrability together with the integral formula.

`ohno_form_pos` combines them. It picks a `u` where the form is positive, and `integral_pos_iff_support_of_nonneg` turns the nonempty open set where the integrand is nonzero into a positive integral. In `ohno_posDef_iff`, the vector `Pi.single i 1 - Pi.single j 1` is the pair of opposite charges on coincident atoms.

For semiempirical practice this means that, with one common hardness, the Coulomb term in the charge fluctuations is lowest when every net charge is zero, so in a neutral molecule it does not by itself drive neutral atoms to separate charge. It says nothing about the sign of the total CNDO energy, which has other terms. The result does not cover atoms of different hardness, where the screening length depends on the pair, and positivity should not be assumed there. Positivity also gives no uniform margin: for charges $+1$ and $-1$ on two atoms, $E = U - \gamma_{12}$, which tends to zero as they merge.
